# Downward ratios give non-growing solutions of a terminating, dominant three-term recurrence

Let $a_n x_{n+1}+b_n x_n+c_n x_{n-1}=0$ for $n_0<n\le N$, with $|b_n|\ge|a_n|+|c_n|$ and $c_n\ne0$ there, and $a_N=0$. Then the ratios

$$r_n=-\frac{c_n}{b_n+a_n r_{n+1}},\qquad r_{N+1}=0,$$

computed downward from $N$, have nonzero denominators and $|r_n|\le1$. A sequence solves the recurrence exactly when $x_n=x_{n_0}\prod_{k=n_0+1}^{n}r_k$ for $n_0\le n\le N$.

Wigner 3j symbols obey a three-term recurrence in one angular momentum $j$ that terminates at the largest $j$. The result applies to a stretch of their range that ends there and on which dominance holds. Dominance is assumed here, not derived from the 3j coefficients, and such a stretch need not exist: when all three magnetic quantum numbers are zero, every $b_n$ vanishes and dominance fails already at the largest $j$.

## Coefficients, ratios and solutions

The coefficients lie in a normed field `𝕜`, such as the real or complex numbers, and the norm is the modulus.

```lean
import Mathlib

open Finset

namespace ThreeTermRatios

noncomputable section

variable {𝕜 : Type*} [NormedField 𝕜]
```

`ratio a b c N n` is $r_n$, defined by the downward recursion itself and set to zero above $N$. Since $a_N=0$, that starting value has no influence on the result.

```lean
/-- The ratios `r_n = -c_n / (b_n + a_n r_(n+1))`, computed downward from `n = N`
and started from the value zero above `N`. -/
def ratio (a b c : ℕ → 𝕜) (N n : ℕ) : 𝕜 :=
  if N < n then 0 else -c n / (b n + a n * ratio a b c N (n + 1))
termination_by N + 1 - n
decreasing_by omega
```

Dominance says that the central coefficient outweighs its two neighbours together; equality is allowed. The condition $c_n\neq0$ keeps each term coupled to the one below it.

```lean
/-- For `n₀ < n ≤ N` the central coefficient dominates, `|a_n| + |c_n| ≤ |b_n|`,
and `c_n` does not vanish. -/
def Dominant (a b c : ℕ → 𝕜) (n₀ N : ℕ) : Prop :=
  ∀ n, n₀ < n → n ≤ N → ‖a n‖ + ‖c n‖ ≤ ‖b n‖ ∧ c n ≠ 0
```

A solution is a sequence on all natural numbers, constrained only by the equations with $n_0<n\le N$. For half-integer $j$, $n$ counts integer steps from a fixed offset.

```lean
/-- The sequence `x` obeys `a_n x_(n+1) + b_n x_n + c_n x_(n-1) = 0` for `n₀ < n ≤ N`. -/
def IsSolution (a b c : ℕ → 𝕜) (n₀ N : ℕ) (x : ℕ → 𝕜) : Prop :=
  ∀ n, n₀ < n → n ≤ N → a n * x (n + 1) + b n * x n + c n * x (n - 1) = 0
```

## The ratios stay bounded

The definition gives $r_n=0$ for $n>N$, and the quotient above for $n\le N$.

```lean
/-- Above `N` the ratio has its starting value zero. -/
theorem ratio_above (a b c : ℕ → 𝕜) {N n : ℕ} (h : N < n) : ratio a b c N n = 0 := by
  rw [ratio, if_pos h]

/-- One step of the downward recursion for the ratios. -/
theorem ratio_step (a b c : ℕ → 𝕜) {N n : ℕ} (h : n ≤ N) :
    ratio a b c N n = -c n / (b n + a n * ratio a b c N (n + 1)) := by
  conv_lhs => rw [ratio]
  rw [if_neg (not_lt.mpr h)]
```

Suppose $|r_{n+1}|\le1$. Then $|a_nr_{n+1}|\le|a_n|$, and the triangle inequality gives

$$|b_n+a_nr_{n+1}|\ge|b_n|-|a_n|\ge|c_n|.$$

The lemma states this for single numbers `a`, `b`, `c`, `r`.

```lean
/-- If the central coefficient dominates and the previous ratio has modulus at most one,
the next denominator is at least as large as `|c|`. -/
theorem denominator_bound {a b c r : 𝕜} (h : ‖a‖ + ‖c‖ ≤ ‖b‖) (hr : ‖r‖ ≤ 1) :
    ‖c‖ ≤ ‖b + a * r‖ := by
  have h1 : ‖a * r‖ ≤ ‖a‖ := by
    rw [norm_mul]
    exact mul_le_of_le_one_right (norm_nonneg _) hr
  have h2 : ‖b‖ ≤ ‖b + a * r‖ + ‖a * r‖ := by
    have h3 := norm_sub_le (b + a * r) (a * r)
    rwa [add_sub_cancel_right] at h3
  linarith
```

Dividing $|c_n|$ by this denominator gives $|r_n|\le1$. The argument starts from $r_{N+1}=0$ and runs downward; in Lean it is an induction on `d`, which bounds the distance from the top.

```lean
variable {a b c : ℕ → 𝕜} {n₀ N : ℕ}

/-- Under dominance every ratio with `n > n₀` has modulus at most one. -/
theorem ratio_norm_le_one (h : Dominant a b c n₀ N) {n : ℕ} (hn : n₀ < n) :
    ‖ratio a b c N n‖ ≤ 1 := by
  -- downward induction: `d` bounds the distance from the top
  have key : ∀ d n, n₀ < n → N + 1 ≤ n + d → ‖ratio a b c N n‖ ≤ 1 := by
    intro d
    induction d with
    | zero =>
      intro n _ hd
      rw [ratio_above a b c (show N < n by omega), norm_zero]
      exact zero_le_one
    | succ d ih =>
      intro n hn hd
      by_cases hN : N < n
      · rw [ratio_above a b c hN, norm_zero]
        exact zero_le_one
      · have hle : n ≤ N := not_lt.mp hN
        rw [ratio_step a b c hle, norm_div, norm_neg]
        exact div_le_one_of_le₀
          (denominator_bound (h n hn hle).1 (ih (n + 1) (by omega) (by omega)))
          (norm_nonneg _)
  exact key (N + 1) n hn (by omega)
```

Since $c_n\ne0$, the same bound makes the denominator strictly positive in modulus.

```lean
/-- Under dominance no denominator of the downward recursion with `n₀ < n ≤ N` vanishes. -/
theorem denominator_ne_zero (h : Dominant a b c n₀ N) {n : ℕ} (hn : n₀ < n) (hN : n ≤ N) :
    b n + a n * ratio a b c N (n + 1) ≠ 0 :=
  norm_pos_iff.mp ((norm_pos_iff.mpr (h n hn hN).2).trans_le
    (denominator_bound (h n hn hN).1 (ratio_norm_le_one h (by omega))))
```

## Every solution follows the ratios

The next claim is $x_{n+1}=r_{n+1}x_n$ for $n_0\le n<N$. The recurrence at $n+1$ reads

$$a_{n+1}x_{n+2}+b_{n+1}x_{n+1}+c_{n+1}x_n=0.$$

If $n+1<N$, the step above has already given $x_{n+2}=r_{n+2}x_{n+1}$. If $n+1=N$, the first term vanishes because $a_N=0$. Either way

$$(b_{n+1}+a_{n+1}r_{n+2})\,x_{n+1}=-c_{n+1}x_n,$$

and division by the nonzero denominator gives the claim. `hnext` holds the two cases, and `linear_combination` does the elimination.

```lean
/-- Under dominance and `a_N = 0`, every solution satisfies, for `n₀ ≤ n < N`, `x_(n+1) = r_(n+1)
x_n`. -/
theorem solution_step (h : Dominant a b c n₀ N) (haN : a N = 0) {x : ℕ → 𝕜}
    (hx : IsSolution a b c n₀ N x) {n : ℕ} (hn : n₀ ≤ n) (hN : n < N) :
    x (n + 1) = ratio a b c N (n + 1) * x n := by
  have key : ∀ d n, n₀ ≤ n → n < N → N ≤ n + d →
      x (n + 1) = ratio a b c N (n + 1) * x n := by
    intro d
    induction d with
    | zero => intro n _ h1 h2; omega
    | succ d ih =>
      intro n hn hN hd
      have hrec := hx (n + 1) (by omega) (by omega)
      rw [Nat.add_sub_cancel] at hrec
      have hden := denominator_ne_zero h (show n₀ < n + 1 by omega) (show n + 1 ≤ N by omega)
      -- the term above is eliminated by the previous ratio, or is absent at the top
      have hnext : a (n + 1) * x (n + 1 + 1)
          = a (n + 1) * (ratio a b c N (n + 1 + 1) * x (n + 1)) := by
        rcases (show n + 1 = N ∨ n + 1 < N by omega) with e | l
        · rw [e, haN]; simp
        · rw [ih (n + 1) (by omega) l (by omega)]
      rw [ratio_step a b c (show n + 1 ≤ N by omega), div_mul_eq_mul_div, eq_div_iff hden]
      linear_combination hrec - hnext
  exact key N n hn hN (by omega)
```

Multiplying these steps upward from $n_0$ gives the product formula; at $n=n_0$ the product is empty. Conversely, the formula implies $x_n=r_nx_{n-1}$, and therefore

$$a_nx_{n+1}+b_nx_n+c_nx_{n-1}=\big[(b_n+a_nr_{n+1})r_n+c_n\big]x_{n-1}=0,$$

where $a_N=0$ again takes care of the top equation. The theorem joins both directions to the bounds on the ratios; `Ioc n₀ n` is the range $n_0<k\le n$.

```lean
/-- Under dominance and `a_N = 0`, the ratios with `n₀ < n ≤ N` have nonzero denominators and
modulus at most one, and a sequence solves the recurrence exactly when `x_n` is `x_n₀` times the
product of the ratios for `n₀ ≤ n ≤ N`. -/
theorem downward_ratios_solve_recurrence (h : Dominant a b c n₀ N) (haN : a N = 0) :
    (∀ n, n₀ < n → n ≤ N →
      b n + a n * ratio a b c N (n + 1) ≠ 0 ∧ ‖ratio a b c N n‖ ≤ 1) ∧
    ∀ x : ℕ → 𝕜, IsSolution a b c n₀ N x ↔
      ∀ n, n₀ ≤ n → n ≤ N → x n = x n₀ * ∏ k ∈ Ioc n₀ n, ratio a b c N k := by
  refine ⟨fun n hn hN => ⟨denominator_ne_zero h hn hN, ratio_norm_le_one h hn⟩,
    fun x => ⟨?_, ?_⟩⟩
  · -- multiply the ratios upward from `n₀`
    intro hx n hn
    induction n, hn using Nat.le_induction with
    | base => intro _; simp
    | succ k hk ih =>
      intro hkN
      rw [solution_step h haN hx hk (by omega), ih (by omega), prod_Ioc_succ_top hk]
      ring
  · -- the product formula gives back the recurrence
    intro hx n hn hN
    have step : ∀ k, n₀ ≤ k → k < N → x (k + 1) = ratio a b c N (k + 1) * x k := by
      intro k hk hkN
      rw [hx (k + 1) (by omega) (by omega), hx k hk (by omega), prod_Ioc_succ_top hk]
      ring
    obtain ⟨m, rfl⟩ : ∃ m, n = m + 1 := ⟨n - 1, by omega⟩
    have hden := denominator_ne_zero h hn hN
    have hr : ratio a b c N (m + 1) * (b (m + 1) + a (m + 1) * ratio a b c N (m + 1 + 1))
        = -c (m + 1) := by
      rw [ratio_step a b c hN, div_mul_cancel₀ _ hden]
    have hnext : a (m + 1) * x (m + 1 + 1)
        = a (m + 1) * (ratio a b c N (m + 1 + 1) * x (m + 1)) := by
      rcases (show m + 1 = N ∨ m + 1 < N by omega) with e | l
      · rw [e, haN]; simp
      · rw [step (m + 1) (by omega) l]
    rw [Nat.add_sub_cancel]
    linear_combination hnext + (b (m + 1) + a (m + 1) * ratio a b c N (m + 1 + 1)) *
      step m (by omega) (by omega) + x m * hr
```

Each factor has modulus at most one, so $|x_n|\le|x_m|$ whenever $n_0\le m\le n\le N$. In this sense the upward multiplication does not overflow. The statement concerns exact arithmetic, and leaves rounding and underflow aside.

```lean
/-- Under dominance and `a_N = 0`, the modulus of a solution never grows with the index between `n₀`
and `N`. -/
theorem solution_no_overflow (h : Dominant a b c n₀ N) (haN : a N = 0) {x : ℕ → 𝕜}
    (hx : IsSolution a b c n₀ N x) {m n : ℕ} (hm : n₀ ≤ m) (hmn : m ≤ n) (hN : n ≤ N) :
    ‖x n‖ ≤ ‖x m‖ := by
  induction n, hmn using Nat.le_induction with
  | base => exact le_rfl
  | succ k hk ih =>
    rw [solution_step h haN hx (hm.trans hk) (by omega), norm_mul]
    exact (mul_le_of_le_one_left (norm_nonneg _)
      (ratio_norm_le_one h (by omega))).trans (ih (by omega))
```

One way to use this in a program is to compute the ratios from $N$ downward until dominance fails or the lowest index of the range is reached, and to take that index as $n_0$. The terms above it then follow by multiplication from a provisional nonzero $x_{n_0}$. For 3j symbols, any remaining part of the range is not covered by this result; once all terms are known up to one common factor, normalisation and a sign convention fix that factor.

## A breakdown and a discrete Laplacian

Take $N=2$, $a_1=1$, $a_2=0$ and all $b_n=c_n=1$. Dominance fails at $n=1$. Here $r_2=-1$, so the next denominator is $b_1+a_1r_2=0$.

```lean
/-- Without dominance the recursion can break down: for `N = 2`, `a_1 = 1`, `a_2 = 0` and
all `b_n = c_n = 1`, the denominator at `n = 1` is zero. -/
theorem breakdown_without_dominance :
    (1 : ℝ) + 1 * ratio (fun n => if n = 1 then (1 : ℝ) else 0)
      (fun _ => 1) (fun _ => 1) 2 2 = 0 := by
  rw [ratio_step _ _ _ (le_refl 2), ratio_above _ _ _ (show 2 < 2 + 1 by omega)]
  norm_num
```

For a discrete Laplacian, take $b_n=-2$, $c_n=1$, and $a_n=1$ below $N$ but zero from $N$ on.

```lean
/-- The upper coefficient of a discrete Laplacian cut off at `N`: one below `N`, zero from
`N` on. -/
def laplaceUpper (N : ℕ) : ℕ → ℝ := fun n => if n < N then 1 else 0
```

Dominance holds, with equality below $N$. The linear sequence $x_n=N+1-n$ is a solution: for $n<N$,

$$(N-n)-2(N+1-n)+(N+2-n)=0,$$

and at $n=N$ the equation is $-2\cdot1+2=0$.

```lean
/-- The discrete Laplacian with `b_n = -2` and `c_n = 1` meets all the hypotheses, and
`x_n = N + 1 - n` solves its recurrence. -/
theorem laplace_witness (N : ℕ) :
    Dominant (laplaceUpper N) (fun _ => -2) (fun _ => 1) 0 N ∧ laplaceUpper N N = 0 ∧
    IsSolution (laplaceUpper N) (fun _ => -2) (fun _ => 1) 0 N
      (fun n => (N : ℝ) + 1 - n) := by
  refine ⟨?_, by simp [laplaceUpper], ?_⟩
  · intro n _ _
    refine ⟨?_, by norm_num⟩
    show ‖laplaceUpper N n‖ + ‖(1 : ℝ)‖ ≤ ‖(-2 : ℝ)‖
    unfold laplaceUpper
    split_ifs <;> norm_num
  · intro n hn hN
    obtain ⟨m, rfl⟩ : ∃ m, n = m + 1 := ⟨n - 1, by omega⟩
    show laplaceUpper N (m + 1) * ((N : ℝ) + 1 - ((m + 1 + 1 : ℕ) : ℝ))
      + (-2) * ((N : ℝ) + 1 - ((m + 1 : ℕ) : ℝ)) + 1 * ((N : ℝ) + 1 - (m : ℝ)) = 0
    rcases (show m + 1 = N ∨ m + 1 < N by omega) with e | l
    · subst e
      rw [show laplaceUpper (m + 1) (m + 1) = 0 by simp [laplaceUpper]]
      push_cast
      ring
    · rw [show laplaceUpper N (m + 1) = 1 by simp [laplaceUpper, l]]
      push_cast
      ring

end

end ThreeTermRatios
```

```lean
#print axioms ThreeTermRatios.downward_ratios_solve_recurrence
#print axioms ThreeTermRatios.solution_no_overflow
#print axioms ThreeTermRatios.breakdown_without_dominance
```

```
'ThreeTermRatios.downward_ratios_solve_recurrence' depends on axioms: [propext, Classical.choice, Quot.sound]
'ThreeTermRatios.solution_no_overflow' depends on axioms: [propext, Classical.choice, Quot.sound]
'ThreeTermRatios.breakdown_without_dominance' depends on axioms: [propext, Classical.choice, Quot.sound]
```
